# For $G_2\ge 0$, pp′ exchange energies have the signs $+,-,+$ for S, P and D exactly when $G_2<5G_0$

Take a p electron and a p′ electron, and use only the $x$ and $y$ orbitals. In the two states $(p_x p'_y \pm p_y p'_x)/\sqrt2$ the exchange energy is
$$K_\pm=\tfrac{3}{25}G_2\pm\left(G_0-\tfrac{2}{25}G_2\right),$$
where $G_0$ and $G_2$ are the full monopole and quadrupole Slater exchange integrals, often written $G^0$ and $G^2$. The reduced parameter $G^2/25$, which is also called $G_2$ in some texts, is not meant here. Each of the two states can be a singlet or a triplet: its exchange energy is added to the singlet energy and subtracted from the triplet energy. The large term $G_0$ changes sign with the symmetry of the amplitude. The upper sign belongs to a D term and the lower one to a P term.

I believe the full pattern over S, P and D is $+,-,+$ whenever $0\le G_2<5G_0$. Can this be derived for a general real amplitude and checked by machine?

## From the Coulomb integral to three coefficients

Yes, and for $G_2\ge0$ the condition $G_2<5G_0$ is also necessary. Write the spatial amplitude as $\Psi(1,2)=\sum_{ij}X_{ij}\,p_i(1)\,p'_j(2)$, with $X$ a real $3\times3$ matrix. Its exchange energy is the Coulomb matrix element between $\Psi(1,2)$ and $\Psi(2,1)$. With $(il|jk)$ for the Coulomb integral between the overlap charges $p_i\,p'_l$ and $p'_j\,p_k$, it is
$$K(X)=\sum_{ijkl}X_{ij}X_{kl}\,(il|jk).$$

The angular part of a product of two p functions is $3n_in_l/4\pi$, with $n$ the unit direction vector. It has only a monopole moment $\delta_{il}$ and a quadrupole moment $\tfrac25Q_{ab}(i,l)$, where
$$Q_{ab}(i,l)=\tfrac12(\delta_{ai}\delta_{bl}+\delta_{al}\delta_{bi})-\tfrac13\delta_{ab}\delta_{il}.$$
The quadrupole term of $1/r_{12}$ contributes a factor $\tfrac32$, and $\tfrac32\cdot\tfrac4{25}=\tfrac6{25}$, so
$$(il|jk)=G_0\,\delta_{il}\delta_{jk}+\tfrac{6}{25}G_2\sum_{ab}Q_{ab}(i,l)\,Q_{ab}(j,k).$$

In the sum over $a,b$, the symmetrised deltas give $\tfrac12(\delta_{ij}\delta_{lk}+\delta_{ik}\delta_{lj})$. The terms with $\delta_{ab}$ give $(-\tfrac13-\tfrac13+\tfrac39)\,\delta_{il}\delta_{jk}=-\tfrac13\delta_{il}\delta_{jk}$. Contracted with $X_{ij}X_{kl}$, the products $\delta_{il}\delta_{jk}$, $\delta_{ij}\delta_{lk}$ and $\delta_{ik}\delta_{lj}$ become $\operatorname{tr}X^2$, $(\operatorname{tr}X)^2$ and $N=\sum_{ij}X_{ij}^2$. Hence
$$K=G_0\operatorname{tr}X^2+\tfrac{6}{25}G_2\left[\tfrac12\big((\operatorname{tr}X)^2+N\big)-\tfrac13\operatorname{tr}X^2\right].$$

| $X$ | term | $\operatorname{tr}X^2$ | $(\operatorname{tr}X)^2$ | bracket | $K/N$ for $X\neq0$ |
|---|---|---|---|---|---|
| scalar | S | $N$ | $3N$ | $\tfrac53N$ | $G_0+\tfrac25G_2$ |
| antisymmetric | P | $-N$ | $0$ | $\tfrac56N$ | $-G_0+\tfrac15G_2$ |
| traceless symmetric | D | $N$ | $0$ | $\tfrac16N$ | $G_0+\tfrac1{25}G_2$ |

The P coefficient is negative exactly when $G_2<5G_0$. If also $G_2\ge0$, then $G_0>0$, and the other two coefficients are positive.

A general $X$ is the sum of its three parts. The cross terms between them vanish in $N$, in $\operatorname{tr}X^2$ and in $(\operatorname{tr}X)^2$, so $K$ is the sum of the three coefficients weighted by the squared norms of the parts. For $N=1$ this is a weighted mean. The S coefficient is the largest if $G_0,G_2\ge0$. The P coefficient is the smallest if also $2G_2\le25G_0$, which places it at or below the D coefficient.

Here is the complete Lean file.

```lean
import Mathlib

open Matrix

noncomputable section

namespace PPrimeExchange

/-- Real spatial amplitudes `X i j` of a p electron along axis `i` and a p' electron along
axis `j`. -/
abbrev Amplitude := Matrix (Fin 3) (Fin 3) ℝ

/-- The Kronecker delta of two Cartesian axes. -/
def delta (i j : Fin 3) : ℝ := if i = j then 1 else 0

/-- Up to a constant factor, the `a b` component of the traceless quadrupole tensor of the product
of two p functions along the axes `i` and `l`. -/
def quad (a b i l : Fin 3) : ℝ :=
  (delta a i * delta b l + delta a l * delta b i) / 2 - delta a b * delta i l / 3

/-- The exchange integral between the products `p_i p'_j` and `p_k p'_l`, with a monopole part
of strength `G0` and a quadrupole part of strength `G2`. -/
def exchangeIntegral (G0 G2 : ℝ) (i j k l : Fin 3) : ℝ :=
  G0 * (delta i l * delta j k) + 6 / 25 * G2 * ∑ a, ∑ b, quad a b i l * quad a b j k

/-- The exchange energy of the amplitude `X`. -/
def exchangeEnergy (G0 G2 : ℝ) (X : Amplitude) : ℝ :=
  ∑ i, ∑ j, ∑ k, ∑ l, X i j * X k l * exchangeIntegral G0 G2 i j k l

/-- The squared Frobenius norm of an amplitude. -/
def frobSq (X : Amplitude) : ℝ := ∑ i, ∑ j, X i j ^ 2

/-- The scalar part of an amplitude. -/
def scalarPart (X : Amplitude) : Amplitude := (X.trace / 3) • (1 : Amplitude)

/-- The antisymmetric part of an amplitude. -/
def antisymPart (X : Amplitude) : Amplitude := (1 / 2 : ℝ) • (X - Xᵀ)

/-- The traceless symmetric part of an amplitude. -/
def tracelessPart (X : Amplitude) : Amplitude := (1 / 2 : ℝ) • (X + Xᵀ) - scalarPart X

/-- The values of the Kronecker delta on the three axes. -/
theorem delta_values :
    delta 0 0 = 1 ∧ delta 0 1 = 0 ∧ delta 0 2 = 0 ∧ delta 1 0 = 0 ∧ delta 1 1 = 1 ∧
      delta 1 2 = 0 ∧ delta 2 0 = 0 ∧ delta 2 1 = 0 ∧ delta 2 2 = 1 := by
  simp [delta]

/-- The contraction of two p-function quadrupole tensors, written with Kronecker deltas. -/
theorem quad_contract (i j k l : Fin 3) :
    ∑ a, ∑ b, quad a b i l * quad a b j k =
      (delta i j * delta l k + delta i k * delta l j) / 2 - delta i l * delta j k / 3 := by
  -- a delta is the scalar product of two unit vectors
  have h : ∀ i j, delta i j =
      delta 0 i * delta 0 j + delta 1 i * delta 1 j + delta 2 i * delta 2 j := by
    intro i j
    fin_cases i <;> fin_cases j <;> simp [delta]
  simp only [quad, Fin.sum_univ_three, delta_values]
  rw [h i j, h l k, h i k, h l j, h i l, h j k]
  ring

/-- The exchange energy depends on the amplitude only through its trace, the trace of its square
and its squared norm. -/
theorem exchangeEnergy_eq (G0 G2 : ℝ) (X : Amplitude) :
    exchangeEnergy G0 G2 X = G0 * (X * X).trace +
      6 / 25 * G2 * ((X.trace ^ 2 + frobSq X) / 2 - (X * X).trace / 3) := by
  simp only [exchangeEnergy, exchangeIntegral, quad_contract]
  simp only [Fin.sum_univ_three, delta_values, frobSq, Matrix.trace_fin_three,
    Matrix.mul_apply, mul_zero, mul_one, add_zero, zero_add, zero_div, sub_zero]
  ring

/-- The exchange energy of a scalar, an antisymmetric and a traceless symmetric amplitude, each
as a multiple of the squared norm. -/
theorem exchangeEnergy_types (G0 G2 : ℝ) (X : Amplitude) :
    ((∃ c : ℝ, X = c • (1 : Amplitude)) →
      exchangeEnergy G0 G2 X = (G0 + 2 * G2 / 5) * frobSq X) ∧
    (Xᵀ = -X → exchangeEnergy G0 G2 X = (-G0 + G2 / 5) * frobSq X) ∧
    (Xᵀ = X → X.trace = 0 → exchangeEnergy G0 G2 X = (G0 + G2 / 25) * frobSq X) := by
  refine ⟨?_, ?_, ?_⟩
  · rintro ⟨c, rfl⟩
    rw [exchangeEnergy_eq]
    simp only [frobSq, Matrix.trace_fin_three, Matrix.mul_apply, Fin.sum_univ_three,
      Matrix.smul_apply, Matrix.one_apply, smul_eq_mul, Fin.reduceEq, if_true, if_false]
    ring
  · intro hX
    have h : ∀ i j, X j i = -X i j := fun i j => congrFun (congrFun hX i) j
    -- exchanging the two orbitals reverses the amplitude
    have h1 : (X * X).trace = -frobSq X := by
      simp only [Matrix.trace, Matrix.diag_apply, Matrix.mul_apply, frobSq,
        ← Finset.sum_neg_distrib]
      refine Finset.sum_congr rfl fun i _ => Finset.sum_congr rfl fun j _ => ?_
      linear_combination X i j * h i j
    have h2 : X.trace = 0 := by
      rw [Matrix.trace_fin_three]
      linarith [h 0 0, h 1 1, h 2 2]
    rw [exchangeEnergy_eq, h1, h2]
    ring
  · intro hX h2
    have h : ∀ i j, X j i = X i j := fun i j => congrFun (congrFun hX i) j
    have h1 : (X * X).trace = frobSq X := by
      simp only [Matrix.trace, Matrix.diag_apply, Matrix.mul_apply, frobSq]
      refine Finset.sum_congr rfl fun i _ => Finset.sum_congr rfl fun j _ => ?_
      linear_combination X i j * h i j
    rw [exchangeEnergy_eq, h1, h2]
    ring

/-- The squared norm of an amplitude is the sum of the squared norms of its three parts, and its
exchange energy is the sum of these squared norms weighted by three coefficients. -/
theorem exchangeEnergy_decomposition (G0 G2 : ℝ) (X : Amplitude) :
    frobSq X = frobSq (scalarPart X) + frobSq (antisymPart X) + frobSq (tracelessPart X) ∧
    exchangeEnergy G0 G2 X = (G0 + 2 * G2 / 5) * frobSq (scalarPart X) +
      (-G0 + G2 / 5) * frobSq (antisymPart X) +
      (G0 + G2 / 25) * frobSq (tracelessPart X) := by
  rw [exchangeEnergy_eq]
  simp only [frobSq, scalarPart, antisymPart, tracelessPart, Matrix.trace_fin_three,
    Matrix.mul_apply, Fin.sum_univ_three, Matrix.smul_apply, Matrix.sub_apply,
    Matrix.add_apply, Matrix.transpose_apply, Matrix.one_apply, smul_eq_mul,
    Fin.reduceEq, if_true, if_false]
  constructor <;> ring

/-- A nonzero amplitude has positive squared norm. -/
theorem frobSq_pos {X : Amplitude} (hX : X ≠ 0) : 0 < frobSq X := by
  obtain ⟨i, j, hij⟩ : ∃ i j, X i j ≠ 0 := by
    by_contra h
    exact hX (by ext i j; by_contra hij; exact h ⟨i, j, hij⟩)
  unfold frobSq
  exact Finset.sum_pos' (fun i _ => Finset.sum_nonneg fun j _ => sq_nonneg _)
    ⟨i, Finset.mem_univ _, Finset.sum_pos' (fun j _ => sq_nonneg _)
      ⟨j, Finset.mem_univ _, by positivity⟩⟩

/-- For nonnegative `G2`, the exchange energy is positive on nonzero scalar, negative on nonzero
antisymmetric and positive on nonzero traceless symmetric amplitudes exactly when
`G2 < 5 * G0`. -/
theorem exchange_signs_alternate_iff {G0 G2 : ℝ} (hG : 0 ≤ G2) :
    ((∀ X : Amplitude, X ≠ 0 → (∃ c : ℝ, X = c • (1 : Amplitude)) →
        0 < exchangeEnergy G0 G2 X) ∧
      (∀ X : Amplitude, X ≠ 0 → Xᵀ = -X → exchangeEnergy G0 G2 X < 0) ∧
      (∀ X : Amplitude, X ≠ 0 → Xᵀ = X → X.trace = 0 → 0 < exchangeEnergy G0 G2 X)) ↔
    G2 < 5 * G0 := by
  constructor
  · rintro ⟨-, hP, -⟩
    -- test on one antisymmetric amplitude
    have hA : (!![0, 1, 0; -1, 0, 0; 0, 0, 0] : Amplitude) ≠ 0 := by
      intro h
      have h01 := congrFun (congrFun h 0) 1
      simp at h01
    have hT : (!![0, 1, 0; -1, 0, 0; 0, 0, 0] : Amplitude)ᵀ =
        -!![0, 1, 0; -1, 0, 0; 0, 0, 0] := by
      ext i j
      fin_cases i <;> fin_cases j <;> simp
    have hneg := hP _ hA hT
    rw [(exchangeEnergy_types G0 G2 _).2.1 hT] at hneg
    by_contra hc
    have hcoef : 0 ≤ -G0 + G2 / 5 := by linarith
    exact absurd hneg (not_lt_of_ge (mul_nonneg hcoef (frobSq_pos hA).le))
  · intro h
    refine ⟨fun X hX hS => ?_, fun X hX hA => ?_, fun X hX hS ht => ?_⟩
    · rw [(exchangeEnergy_types G0 G2 X).1 hS]
      exact mul_pos (by linarith) (frobSq_pos hX)
    · rw [(exchangeEnergy_types G0 G2 X).2.1 hA]
      exact mul_neg_of_neg_of_pos (by linarith) (frobSq_pos hX)
    · rw [(exchangeEnergy_types G0 G2 X).2.2 hS ht]
      exact mul_pos (by linarith) (frobSq_pos hX)

/-- For `0 ≤ 2 * G2 ≤ 25 * G0`, the exchange energy of a normalized amplitude lies between
`-G0 + G2 / 5` and `G0 + 2 * G2 / 5`. -/
theorem exchangeEnergy_bounds {G0 G2 : ℝ} (hG : 0 ≤ G2) (h : 2 * G2 ≤ 25 * G0)
    {X : Amplitude} (hX : frobSq X = 1) :
    -G0 + G2 / 5 ≤ exchangeEnergy G0 G2 X ∧
      exchangeEnergy G0 G2 X ≤ G0 + 2 * G2 / 5 := by
  obtain ⟨hn, hK⟩ := exchangeEnergy_decomposition G0 G2 X
  have nonneg : ∀ Y : Amplitude, 0 ≤ frobSq Y := fun Y =>
    Finset.sum_nonneg fun i _ => Finset.sum_nonneg fun j _ => sq_nonneg _
  have hs := nonneg (scalarPart X)
  have hp := nonneg (antisymPart X)
  have hd := nonneg (tracelessPart X)
  rw [hX] at hn
  rw [hK]
  constructor
  · -- eliminate the antisymmetric weight
    have e : frobSq (antisymPart X) =
        1 - frobSq (scalarPart X) - frobSq (tracelessPart X) := by linarith
    rw [e]
    have h1 := mul_nonneg (show 0 ≤ 2 * G0 + G2 / 5 by linarith) hs
    have h2 := mul_nonneg (show 0 ≤ 2 * G0 - 4 * G2 / 25 by linarith) hd
    linarith
  · -- eliminate the scalar weight
    have e : frobSq (scalarPart X) =
        1 - frobSq (antisymPart X) - frobSq (tracelessPart X) := by linarith
    rw [e]
    have h1 := mul_nonneg (show 0 ≤ 2 * G0 + G2 / 5 by linarith) hp
    have h2 := mul_nonneg (show 0 ≤ 9 * G2 / 25 by linarith) hd
    linarith

end PPrimeExchange
```

```lean
#print axioms PPrimeExchange.exchange_signs_alternate_iff
-- 'PPrimeExchange.exchange_signs_alternate_iff' depends on axioms: [propext, Classical.choice, Quot.sound]
#print axioms PPrimeExchange.exchangeEnergy_bounds
-- 'PPrimeExchange.exchangeEnergy_bounds' depends on axioms: [propext, Classical.choice, Quot.sound]
```

## What the theorems say about the two electrons

An `Amplitude` is the matrix $X$, with axes $x,y,z$ numbered 0, 1, 2. `exchangeIntegral` is $(il|jk)$, `exchangeEnergy` is $K$, and `frobSq` is $N$. Normalisation is required only in `exchangeEnergy_bounds`; elsewhere $N$ is carried along.

The main theorem, `exchange_signs_alternate_iff`, assumes `0 ≤ G2`. It states that $K$ is positive on all nonzero scalar, negative on all nonzero antisymmetric and positive on all nonzero traceless symmetric amplitudes if and only if `G2 < 5 * G0`. `exchangeEnergy_bounds` places $K$ between the P and S coefficients for a normalised amplitude when `0 ≤ G2` and `2 * G2 ≤ 25 * G0`.

The file starts from the multipole form of the integral; the angular integration above is the physical reason for that definition. `G0` and `G2` are arbitrary real numbers, not integrals over radial functions. The hypothesis `0 ≤ G2` stands for the fact that $G_2$ is a positive multiple of the electrostatic self-energy of a quadrupolar overlap charge. The condition `G2 < 5 * G0` says that monopole exchange outweighs quadrupole exchange in the P term. For Slater integrals of actual radial functions whose product is not identically zero it always holds, because $G_k/(2k+1)$ decreases with $k$; the file does not prove this.

Without `0 ≤ G2` the equivalence fails. Take $G_0=1$, $G_2=-5$ and the normalised scalar amplitude $X=\mathbb 1/\sqrt3$. Then $G_2<5G_0$ holds, but $K=1-2=-1$. These values only test the algebra; they cannot be Slater integrals of actual orbitals.

In a single-configuration model with the same fixed, orthonormal p and p′ orbitals for both spins, the singlet lies $2K$ above the triplet, so the triplet is lower for S and D and the singlet is lower for P. This compares spins within one $L$; Hund's rules concern the lowest term of a configuration.

## How the proof follows the derivation

`quad_contract` is the sum over $a,b$. Its local statement `h` writes each delta as a scalar product of unit vectors, checked on all nine index pairs, and `ring` then settles a polynomial identity. `exchangeEnergy_eq` expands the remaining finite sums into the trace formula.

`exchangeEnergy_types` is the table. In the antisymmetric and traceless symmetric cases it first finds $\operatorname{tr}X^2=\mp N$ from the symmetry of the entries, then substitutes. `exchangeEnergy_decomposition` writes out the entries of the three parts and compares polynomials.

`frobSq_pos` shows $N>0$ for $X\ne0$, so the sign of $K$ is that of its coefficient. This proves the alternation from `G2 < 5 * G0`. For the converse, the proof tests the matrix of $p_xp'_y-p_yp'_x$, which has $N=2$; after division by $\sqrt2$ it is the P state of the opening example. If $G_2\ge5G_0$, its exchange energy would not be negative.

For the bounds, the squared norms of the parts add up to 1. The proof eliminates the antisymmetric weight for the lower bound and the scalar weight for the upper one. What remains is a sum of nonnegative products, which `linarith` combines.
